# Grid overlaps of trigonometric polynomials are exact at every displacement when their degrees sum to less than the number of grid points

When the nonlocal part of a pseudopotential or PAW calculation is evaluated in real space, the overlap of a projector with a wave function is computed as a sum over grid points. After an atom moves, its projector is sampled at new positions relative to the grid, and the sum should change only as the true integral does. Sampling errors in such sums contribute to the egg-box effect, a spurious dependence of the energy on where the atoms sit relative to the grid. For a one-dimensional periodic model in a fixed cell, with projector and wave function of finite degree, there is an exact condition on the number of grid points that excludes the sampling error in the overlap.

## The two overlaps being compared

The cell has length $2\pi$, and its plane waves are $w_m(x)=e^{imx}$ with integer $m$. The projector $p$ and the wave function $\psi$ are

$$p(x)=\sum_{q=-P}^{P}c_q\,w_q(x),\qquad \psi(x)=\sum_{g=-M}^{M}a_g\,w_g(x),$$

with complex coefficients. For a displacement $\tau$ and grid points $x_j=2\pi j/N$, $j=0,\dots,N-1$, the grid overlap and the exact overlap are

$$G(\tau)=\frac1N\sum_{j=0}^{N-1}\overline{p(x_j-\tau)}\,\psi(x_j),\qquad E(\tau)=\frac1{2\pi}\int_0^{2\pi}\overline{p(x-\tau)}\,\psi(x)\,dx .$$

```lean
import Mathlib

open scoped Real ComplexConjugate

namespace ProjectorGridOverlap

noncomputable section
```

In Lean, `wave m` is $w_m$.

```lean
/-- The plane wave `exp(i m x)` on a cell of length `2π`. -/
def wave (m : ℤ) (x : ℝ) : ℂ := Complex.exp (m * Complex.I * x)
```

`trigPoly P c` is a trigonometric polynomial of degree at most `P`. The coefficient function `c` is defined on all integers, but only its values from $-P$ to $P$ enter.

```lean
/-- The trigonometric polynomial of degree at most `P` with Fourier coefficients `c k`. -/
def trigPoly (P : ℕ) (c : ℤ → ℂ) (x : ℝ) : ℂ :=
  ∑ k ∈ Finset.Icc (-(P : ℤ)) P, c k * wave k x
```

Both overlaps are averages; multiplying by $2\pi$ gives the usual integral over the cell and its approximation by a grid sum.

```lean
/-- The average of `f` over the grid points `2πj/N`, `j = 0, ..., N - 1`, for `N ≥ 1`. -/
def gridAverage (N : ℕ) (f : ℝ → ℂ) : ℂ :=
  (∑ j ∈ Finset.range N, f (2 * π * j / N)) / N

/-- The exact average of `f` over the cell, for integrable `f`. -/
def cellAverage (f : ℝ → ℂ) : ℂ := (∫ x in (0 : ℝ)..(2 * π), f x) / (2 * π)
```

`gridOverlap` and `exactOverlap` are $G$ and $E$. Both conjugate the projector and displace it by `τ`, a real number that need not be a multiple of the grid spacing.

```lean
/-- The overlap of the projector `p`, displaced by `τ`, with `ψ`, evaluated on the grid
of `N ≥ 1` points. -/
def gridOverlap (N : ℕ) (p ψ : ℝ → ℂ) (τ : ℝ) : ℂ :=
  gridAverage N (fun x => conj (p (x - τ)) * ψ x)

/-- The exact overlap of the projector `p`, displaced by `τ`, with `ψ`, for an integrable
product. -/
def exactOverlap (p ψ : ℝ → ℂ) (τ : ℝ) : ℂ :=
  cellAverage (fun x => conj (p (x - τ)) * ψ x)
```

## At least one grid point

The hypothesis `0 < N` says that there is a grid to average over. By hand it is needed as soon as a single plane wave is averaged. Such waves arise because a displaced pair collapses into one wave times a phase:

$$\overline{w_q(x-\tau)}\,w_g(x)=e^{-iq(x-\tau)}e^{igx}=e^{iq\tau}\,w_{g-q}(x).$$

`wave_pair` proves this by combining the exponentials and comparing exponents.

```lean
/-- The conjugate of a displaced plane wave `q` times a plane wave `g` is a phase times the
plane wave `g - q`. -/
theorem wave_pair (q g : ℤ) (x τ : ℝ) :
    conj (wave q (x - τ)) * wave g x = wave q τ * wave (g - q) x := by
  unfold wave
  rw [← Complex.exp_conj, ← Complex.exp_add, ← Complex.exp_add]
  congr 1
  simp only [map_mul, Complex.conj_I, Complex.conj_ofReal, map_intCast]
  push_cast
  ring
```

On the grid, $w_m(x_j)=z^j$ with $z=e^{2\pi im/N}$. Here $z^N=1$, and $z=1$ exactly when $N$ divides $m$. In that case every sample is 1 and so is the average. Otherwise the geometric sum gives

$$\frac1N\sum_{j=0}^{N-1}z^j=\frac{1}{N}\,\frac{z^N-1}{z-1}=0 .$$

The steps `hpow`, `hzN` and `hone` establish the three facts about $z$, and `geom_sum_eq` supplies the sum. Without `0 < N` the lemma fails: Lean's average over an empty grid is 0, even for the constant wave.

```lean
/-- The grid average of the plane wave `m` is one if `N` divides `m` and zero otherwise. -/
theorem gridAverage_wave {N : ℕ} (hN : 0 < N) (m : ℤ) :
    gridAverage N (wave m) = if (N : ℤ) ∣ m then 1 else 0 := by
  have hN' : (N : ℂ) ≠ 0 := by exact_mod_cast hN.ne'
  -- the samples are the powers of a single root of unity
  obtain ⟨z, hz⟩ : ∃ z : ℂ, z = Complex.exp (m * (2 * π / N) * Complex.I) := ⟨_, rfl⟩
  have hpow : ∀ j : ℕ, wave m (2 * π * j / N) = z ^ j := by
    intro j
    rw [hz, ← Complex.exp_nat_mul, wave]
    congr 1
    push_cast
    ring
  have hzN : z ^ N = 1 := by
    rw [hz, ← Complex.exp_nat_mul]
    exact Complex.exp_eq_one_iff.2 ⟨m, by field_simp⟩
  have hone : z = 1 ↔ (N : ℤ) ∣ m := by
    rw [hz, Complex.exp_eq_one_iff]
    constructor
    · rintro ⟨n, hn⟩
      refine ⟨n, ?_⟩
      have h : (m : ℂ) = N * n := by
        apply mul_right_cancel₀ Complex.two_pi_I_ne_zero
        calc (m : ℂ) * (2 * π * Complex.I)
            = N * (m * (2 * π / N) * Complex.I) := by field_simp
          _ = N * n * (2 * π * Complex.I) := by rw [hn]; ring
      exact_mod_cast h
    · rintro ⟨n, rfl⟩
      exact ⟨n, by push_cast; field_simp⟩
  simp only [gridAverage, hpow]
  by_cases h : (N : ℤ) ∣ m
  · rw [if_pos h, hone.2 h]
    simp [hN']
  · rw [if_neg h, geom_sum_eq (fun h1 => h (hone.1 h1)), hzN]
    simp
```

The exact average is 1 for $m=0$. For $m\neq0$ it is $(e^{2\pi im}-1)/(2\pi im)=0$, which the proof obtains from the integral of an exponential. The grid therefore cannot tell a wave whose number is a nonzero multiple of $N$ from a constant, whereas the integral can.

```lean
/-- The exact cell average of the plane wave `m` is one for `m = 0` and zero otherwise. -/
theorem cellAverage_wave (m : ℤ) : cellAverage (wave m) = if m = 0 then 1 else 0 := by
  by_cases h : m = 0
  · have h1 : wave 0 = fun _ => 1 := by
      funext x
      simp [wave]
    rw [if_pos h, h]
    simp only [cellAverage, h1, intervalIntegral.integral_const, sub_zero,
      Complex.real_smul, mul_one]
    push_cast
    exact div_self (by simp [Real.pi_ne_zero])
  · have hc : (m : ℂ) * Complex.I ≠ 0 :=
      mul_ne_zero (by exact_mod_cast h) Complex.I_ne_zero
    have hp : Complex.exp (m * Complex.I * ((2 * π : ℝ) : ℂ)) = 1 :=
      Complex.exp_eq_one_iff.2 ⟨m, by push_cast; ring⟩
    rw [if_neg h]
    simp only [cellAverage, wave]
    rw [integral_exp_mul_complex hc, hp]
    simp
```

## Finite degree of projector and wave function

For the wave function, a finite degree stands for the plane-wave cutoff. For the projector it is an idealisation. A nonzero trigonometric polynomial has only finitely many zeros in the cell, so a nonzero projector that vanishes outside an interval shorter than the cell is never one.

By hand, finite degree turns the product into a finite double sum:

$$\overline{p(x-\tau)}\,\psi(x)=\sum_{q=-P}^{P}\sum_{g=-M}^{M}\overline{c_q}\,a_g\,e^{iq\tau}\,w_{g-q}(x).$$

`overlap_expand` multiplies the two sums and applies `wave_pair` to each term.

```lean
/-- The product of a displaced projector and a wave function, expanded in plane waves. -/
theorem overlap_expand (P M : ℕ) (c a : ℤ → ℂ) (x τ : ℝ) :
    conj (trigPoly P c (x - τ)) * trigPoly M a x =
      ∑ q ∈ Finset.Icc (-(P : ℤ)) P, ∑ g ∈ Finset.Icc (-(M : ℤ)) M,
        conj (c q) * a g * wave q τ * wave (g - q) x := by
  simp only [trigPoly, map_sum, map_mul, Finset.sum_mul_sum]
  refine Finset.sum_congr rfl fun q _ => Finset.sum_congr rfl fun g _ => ?_
  linear_combination conj (c q) * a g * wave_pair q g x τ
```

Averaging term by term gives $G(\tau)$ and $E(\tau)$ as the same double sum, with $w_{g-q}$ replaced by its grid average or its exact average. For the grid, `Finset.sum_comm` moves the sum over points inside the sums over waves.

```lean
/-- The grid overlap as a sum over pairs of plane waves, each weighted by a grid average. -/
theorem gridOverlap_trigPoly (N P M : ℕ) (c a : ℤ → ℂ) (τ : ℝ) :
    gridOverlap N (trigPoly P c) (trigPoly M a) τ =
      ∑ q ∈ Finset.Icc (-(P : ℤ)) P, ∑ g ∈ Finset.Icc (-(M : ℤ)) M,
        conj (c q) * a g * wave q τ * gridAverage N (wave (g - q)) := by
  simp only [gridOverlap, gridAverage, overlap_expand, Finset.sum_div, Finset.mul_sum]
  rw [Finset.sum_comm]
  refine Finset.sum_congr rfl fun q _ => ?_
  rw [Finset.sum_comm]
  refine Finset.sum_congr rfl fun g _ => Finset.sum_congr rfl fun j _ => ?_
  ring
```

For the exact overlap, the integral is taken through the two finite sums. This requires integrable terms, which follows from the continuity of the waves.

```lean
/-- The exact overlap as a sum over pairs of plane waves, each weighted by a cell average. -/
theorem exactOverlap_trigPoly (P M : ℕ) (c a : ℤ → ℂ) (τ : ℝ) :
    exactOverlap (trigPoly P c) (trigPoly M a) τ =
      ∑ q ∈ Finset.Icc (-(P : ℤ)) P, ∑ g ∈ Finset.Icc (-(M : ℤ)) M,
        conj (c q) * a g * wave q τ * cellAverage (wave (g - q)) := by
  have hw : ∀ m : ℤ, Continuous (wave m) := fun m => by unfold wave; fun_prop
  simp only [exactOverlap, cellAverage, overlap_expand]
  rw [intervalIntegral.integral_finsetSum, Finset.sum_div]
  · refine Finset.sum_congr rfl fun q _ => ?_
    rw [intervalIntegral.integral_finsetSum, Finset.sum_div]
    · refine Finset.sum_congr rfl fun g _ => ?_
      rw [intervalIntegral.integral_const_mul, mul_div_assoc]
    · exact fun g _ => (continuous_const.mul (hw _)).intervalIntegrable _ _
  · exact fun q _ => (continuous_finsetSum _ fun g _ =>
      continuous_const.mul (hw _)).intervalIntegrable _ _
```

Subtracting the two expansions leaves only the aliased pairs:

$$G(\tau)-E(\tau)=\sum_{\substack{|q|\le P,\ |g|\le M\\ g-q\in N\mathbb Z,\ g\ne q}}\overline{c_q}\,a_g\,e^{iq\tau}.$$

If the projector's degree is left unbounded, no single grid serves every projector: for each $N$, the function $\cos(Nx)$ treated below gives a wrong overlap.

## Degrees that sum to less than $N$

The condition $P+M<N$ ensures that no nonconstant wave in the product of projector and wave function looks constant on the grid. The grid need not resolve the product itself: for $N=3$ and $P=M=1$ the condition holds, although the waves $w_2$ and $w_{-1}$ in the product coincide at the grid points. By hand the condition enters once. Since $|g-q|\le P+M<N$, the only multiple of $N$ that $g-q$ can equal is 0. The two averages then agree for every pair, so $G(\tau)=E(\tau)$ for all $\tau$. The derivatives with respect to $\tau$, which enter the force on the atom from the nonlocal energy, agree as well.

In the proof, `hd` is this statement about multiples. It writes $g-q=Nk$ and excludes $k<0$ and $k>0$ with the bounds on $q$ and $g$. `0 < N` is not listed separately because $P+M<N$ implies it.

```lean
/-- If the degrees of projector and wave function add up to less than the number of grid
points, the grid overlap is exact for every displacement of the projector. -/
theorem gridOverlap_eq_exactOverlap {N P M : ℕ} (h : P + M < N) (c a : ℤ → ℂ) (τ : ℝ) :
    gridOverlap N (trigPoly P c) (trigPoly M a) τ =
      exactOverlap (trigPoly P c) (trigPoly M a) τ := by
  rw [gridOverlap_trigPoly, exactOverlap_trigPoly]
  refine Finset.sum_congr rfl fun q hq => Finset.sum_congr rfl fun g hg => ?_
  rw [Finset.mem_Icc] at hq hg
  -- the only multiple of N within reach of g - q is zero
  have hd : (N : ℤ) ∣ g - q ↔ g - q = 0 := by
    constructor
    · rintro ⟨k, hk⟩
      have hlt : (P : ℤ) + M < N := by exact_mod_cast h
      rcases lt_trichotomy k 0 with h0 | h0 | h0
      · nlinarith
      · rw [hk, h0, mul_zero]
      · nlinarith
    · intro h0
      rw [h0]
      exact dvd_zero _
  rw [gridAverage_wave (by omega), cellAverage_wave]
  simp only [hd]
```

The smallest case is $N=1$, which forces $P=M=0$. Both functions are constant, and one point gives the exact value $\overline{c_0}\,a_0$.

## When the degree sum reaches $N$

A small example shows that the sum of the degrees matters. Take $N=2$ and $p=\psi=\cos x$, so that $P=M=1$. The points $0$ and $\pi$ give

$$G(\tau)=\tfrac12\left[\cos\tau-\cos(\pi-\tau)\right]=\cos\tau,\qquad E(\tau)=\tfrac12\cos\tau .$$

The grid result is twice the exact one, although each factor has degree less than $N$.

In general, two waves with $g-q=N$ have grid overlap $e^{iq\tau}$ and exact overlap 0. `aliased_pair` obtains both values from `wave_pair` and the averages of wave $N$.

```lean
/-- Two plane waves whose wave numbers differ by `N` have a grid overlap that is a pure
phase in the displacement, while their exact overlap is zero. -/
theorem aliased_pair {N : ℕ} (hN : 0 < N) (q : ℤ) (τ : ℝ) :
    gridOverlap N (wave q) (wave (q + N)) τ = wave q τ ∧
      exactOverlap (wave q) (wave (q + N)) τ = 0 := by
  constructor
  · have h := gridAverage_wave hN (N : ℤ)
    rw [if_pos (dvd_refl _)] at h
    unfold gridAverage at h
    simp only [gridOverlap, gridAverage, wave_pair, add_sub_cancel_left]
    rw [← Finset.mul_sum, mul_div_assoc, h, mul_one]
  · have h := cellAverage_wave (N : ℤ)
    rw [if_neg (by omega)] at h
    unfold cellAverage at h
    simp only [exactOverlap, cellAverage, wave_pair, add_sub_cancel_left]
    rw [intervalIntegral.integral_const_mul, mul_div_assoc, h, mul_zero]
```

Such a pair is available whenever $P+M\ge N\ge1$. Choose $g=\min(M,N)$ and $q=g-N$. If $M\ge N$, then $q=0$. Otherwise $q=M-N$, which lies between $-P$ and 0. At $\tau=0$ the grid overlap is 1 and the exact overlap is 0, so exactness already fails for an undisplaced projector.

`exact_for_all_iff` therefore states that, for $N\ge1$, the overlaps agree for all coefficients and displacements if and only if $P+M<N$. Its proof uses `Pi.single` to select one coefficient, which reduces each polynomial to a single wave. The equivalence concerns all functions within the degree bounds; a particular pair may still be exact on a coarser grid.

```lean
/-- The grid overlap is exact for all projectors of degree at most `P`, all wave functions of degree
at most `M` and all displacements if and only if `P + M < N`. -/
theorem exact_for_all_iff {N : ℕ} (hN : 0 < N) (P M : ℕ) :
    (∀ (c a : ℤ → ℂ) (τ : ℝ), gridOverlap N (trigPoly P c) (trigPoly M a) τ =
      exactOverlap (trigPoly P c) (trigPoly M a) τ) ↔ P + M < N := by
  refine ⟨fun H => ?_, fun h c a τ => gridOverlap_eq_exactOverlap h c a τ⟩
  by_contra hlt
  -- an aliased pair fits inside the two degree bounds
  obtain ⟨q, hq, hg⟩ : ∃ q : ℤ, q ∈ Finset.Icc (-(P : ℤ)) P ∧
      q + N ∈ Finset.Icc (-(M : ℤ)) M := by
    refine ⟨min (M : ℤ) N - N, ?_, ?_⟩ <;> rw [Finset.mem_Icc] <;> omega
  have hs : ∀ (K : ℕ) (k : ℤ), k ∈ Finset.Icc (-(K : ℤ)) K →
      trigPoly K (Pi.single k 1 : ℤ → ℂ) = wave k := by
    intro K k hk
    funext x
    unfold trigPoly
    rw [Finset.sum_eq_single_of_mem k hk]
    · rw [Pi.single_eq_same, one_mul]
    · intro l _ hl
      rw [Pi.single_eq_of_ne hl, zero_mul]
  have h := H (Pi.single q 1) (Pi.single (q + N) 1) 0
  rw [hs P q hq, hs M (q + N) hg, (aliased_pair hN q 0).1, (aliased_pair hN q 0).2] at h
  exact Complex.exp_ne_zero _ h
```

A ripple with exactly the period of the grid occurs in the borderline case $P=N$, $M=0$, with $p(x)=\cos(Nx)$ and $\psi=1$. Every grid point sees the same value,

$$\cos\bigl(N(x_j-\tau)\bigr)=\cos(2\pi j-N\tau)=\cos(N\tau),$$

so $G(\tau)=\cos(N\tau)$. The exact overlap is

$$E(\tau)=\frac{\sin(2\pi N-N\tau)-\sin(-N\tau)}{2\pi N}=0 .$$

The spurious overlap oscillates with period $2\pi/N$, the grid spacing. `egg_box_ripple` works with the cosine directly: `hj` is the statement about grid points, and `hder` supplies the antiderivative for the integral.

```lean
/-- Egg-box ripple: for the projector `cos(Nx)` and a constant wave function the grid overlap
is `cos(Nτ)`, while the exact overlap is zero. -/
theorem egg_box_ripple {N : ℕ} (hN : 0 < N) (τ : ℝ) :
    gridOverlap N (fun x => (Real.cos (N * x) : ℂ)) (fun _ => 1) τ = Real.cos (N * τ) ∧
      exactOverlap (fun x => (Real.cos (N * x) : ℂ)) (fun _ => 1) τ = 0 := by
  have hR : (N : ℝ) ≠ 0 := by exact_mod_cast hN.ne'
  have hC : (N : ℂ) ≠ 0 := by exact_mod_cast hN.ne'
  constructor
  · -- every grid point sees the same value of the displaced cosine
    have hj : ∀ j : ℕ, Real.cos (N * (2 * π * j / N - τ)) = Real.cos (N * τ) := by
      intro j
      have e : (N : ℝ) * (2 * π * j / N - τ) = j * (2 * π) - N * τ := by field_simp
      rw [e, Real.cos_nat_mul_two_pi_sub]
    simp only [gridOverlap, gridAverage, Complex.conj_ofReal, mul_one, hj,
      Finset.sum_const, Finset.card_range, nsmul_eq_mul]
    exact mul_div_cancel_left₀ _ hC
  · have hder : ∀ x : ℝ, HasDerivAt (fun y : ℝ => Real.sin (N * (y - τ)) / N)
        (Real.cos (N * (x - τ))) x := by
      intro x
      refine ((((hasDerivAt_id' x).sub_const τ).const_mul (N : ℝ)).sin.div_const
        (N : ℝ)).congr_deriv ?_
      simp only [mul_one]
      exact mul_div_cancel_right₀ _ hR
    have hcont : Continuous fun x : ℝ => Real.cos (N * (x - τ)) := by fun_prop
    have hint : ∫ x in (0 : ℝ)..(2 * π), Real.cos (N * (x - τ)) = 0 := by
      rw [intervalIntegral.integral_eq_sub_of_hasDerivAt (fun x _ => hder x)
        (hcont.intervalIntegrable _ _)]
      have e1 : (N : ℝ) * (2 * π - τ) = N * (2 * π) - N * τ := by ring
      have e2 : (N : ℝ) * (0 - τ) = -(N * τ) := by ring
      rw [e1, e2, Real.sin_nat_mul_two_pi_sub, Real.sin_neg, sub_self]
    simp only [exactOverlap, cellAverage, Complex.conj_ofReal, mul_one]
    rw [intervalIntegral.integral_ofReal, hint, Complex.ofReal_zero, zero_div]

end

end ProjectorGridOverlap
```

```lean
#print axioms ProjectorGridOverlap.gridOverlap_eq_exactOverlap
-- 'ProjectorGridOverlap.gridOverlap_eq_exactOverlap' depends on axioms: [propext, Classical.choice, Quot.sound]
#print axioms ProjectorGridOverlap.exact_for_all_iff
-- 'ProjectorGridOverlap.exact_for_all_iff' depends on axioms: [propext, Classical.choice, Quot.sound]
#print axioms ProjectorGridOverlap.egg_box_ripple
-- 'ProjectorGridOverlap.egg_box_ripple' depends on axioms: [propext, Classical.choice, Quot.sound]
```

The model contains neither the radial and angular structure of atomic projectors nor a strained cell, so it describes sampling error under displacement and gives no formula for the stress.
